# Imaginary-time Dyson terms with distinct energies are divided differences of the exponential

Take a system that decays in imaginary time with energy x₀ until time s, and with a different energy x₁ from s to t. Integrating over the switching time gives

F₁(t) = ∫₀ᵗ exp(-x₁(t-s)) exp(-x₀s) ds
 = exp(-x₁t) ∫₀ᵗ exp((x₁-x₀)s) ds
 = (exp(-x₀t) - exp(-x₁t)) / (x₁-x₀).

Written as a sum, this is

F₁(t) = exp(-x₀t)/(x₁-x₀) + exp(-x₁t)/(x₀-x₁).

Each energy contributes its own exponential, divided by its difference from the other energy. The same pattern holds at every order n, provided that the energies x₀, …, xₙ are pairwise distinct:

Fₙ(t) = Σₖ exp(-xₖt) / ∏_{j≠k} (xⱼ-xₖ), with j and k running from 0 to n.

Such integrals arise when exp(-t(H₀+V)) is expanded in powers of V, with H₀ diagonal and ħ = 1. For a single finite path through n+1 states, Fₙ is the time factor that remains after integration over the switching times. The matrix elements of V, the sign (-1)ⁿ and the sum over paths are not modelled here.

```lean
import Mathlib

open Finset

namespace DysonDividedDifference

noncomputable section
```

## The nested time integral

The term of order zero is free decay, F₀(t) = exp(-x₀t). Each further order adds one time slice:

Fₙ₊₁(t) = ∫₀ᵗ exp(-xₙ₊₁(t-s)) Fₙ(s) ds.

In Lean, `dysonTerm x n t` is Fₙ(t). The energies form a sequence `x : ℕ → ℝ`, of which only the entries 0 to n enter. The time t may be any real number, since the interval integral is oriented; the physical case is t ≥ 0.

```lean
/-- The imaginary-time Dyson term of order `n` with energies `x 0, ..., x n`: free decay at order
zero, then repeated convolution with the decay factor of the next energy. -/
def dysonTerm (x : ℕ → ℝ) : ℕ → ℝ → ℝ
  | 0 => fun t => Real.exp (-x 0 * t)
  | n + 1 => fun t => ∫ s in (0 : ℝ)..t, Real.exp (-x (n + 1) * (t - s)) * dysonTerm x n s
```

## Divided differences and Newton's recursion

For a function f, nodes yₖ and a finite set s of indices, define

D(s) = Σ_{k∈s} f(yₖ) / ∏_{j∈s, j≠k} (yₖ-yⱼ).

For one node this is the value of f there, and for two nodes it is the difference quotient.

```lean
/-- The divided difference of `f` at the nodes `y k`, `k ∈ s`, in its symmetric form; it is meant
for pairwise distinct nodes. -/
def dividedDifference (f : ℝ → ℝ) (y : ℕ → ℝ) (s : Finset ℕ) : ℝ :=
  ∑ k ∈ s, f (y k) / ∏ j ∈ s.erase k, (y k - y j)
```

To see how D changes when an index c outside s is added, write Pₖ = ∏_{j∈s, j≠k} (yₖ-yⱼ). The new node has its own summand, and every old summand acquires one more factor in its denominator:

D(s∪{c}) = f(y_c) / ∏_{j∈s} (y_c-yⱼ) + Σ_{k∈s} f(yₖ) / ((yₖ-y_c) Pₖ).

```lean
/-- The divided difference after adding one node `c`, with the factors of the new node
written out. -/
theorem dividedDifference_insert (f : ℝ → ℝ) (y : ℕ → ℝ) {s : Finset ℕ} {c : ℕ} (hc : c ∉ s) :
    dividedDifference f y (insert c s) = f (y c) / ∏ j ∈ s, (y c - y j)
      + ∑ k ∈ s, f (y k) / ((y k - y c) * ∏ j ∈ s.erase k, (y k - y j)) := by
  unfold dividedDifference
  rw [sum_insert hc, erase_insert hc]
  congr 1
  refine sum_congr rfl fun k hk => ?_
  have hck : c ≠ k := fun h => hc (h ▸ hk)
  rw [erase_insert_of_ne hck, prod_insert (fun h => hc (mem_of_mem_erase h))]
```

Divided differences are often introduced by a recursion instead. For distinct nodes, with a and b two different indices outside s, it reads

D(s∪{a,b}) = (D(s∪{b}) - D(s∪{a})) / (y_b-y_a).

For k in s, it follows from the partial fractions

1/((yₖ-y_a)(yₖ-y_b)) = (1/(yₖ-y_b) - 1/(yₖ-y_a)) / (y_b-y_a).

The node b occurs only in the first difference on the right, and division by y_b-y_a supplies its missing factor. The node a occurs only in the second, where the minus sign turns y_b-y_a into the required y_a-y_b.

In the proof, `hsum` treats the common nodes, with `field_simp` and `ring` checking the partial fractions. The last `ring` matches the summands of a and b. The recursion confirms that `dividedDifference` deserves its name; the Dyson formula is proved without it.

```lean
/-- Newton's recursion for pairwise distinct nodes: a divided difference is the difference quotient
of the two divided differences that each omit one of the nodes `a` and `b`. -/
theorem dividedDifference_newton (f : ℝ → ℝ) (y : ℕ → ℝ) {s : Finset ℕ} {a b : ℕ}
    (ha : a ∉ s) (hb : b ∉ s) (hab : a ≠ b)
    (hy : Set.InjOn y (insert a (insert b s) : Finset ℕ)) :
    dividedDifference f y (insert a (insert b s)) =
      (dividedDifference f y (insert b s) - dividedDifference f y (insert a s))
        / (y b - y a) := by
  have hba : y b - y a ≠ 0 := sub_ne_zero.2 (mt (hy (by simp) (by simp)) hab.symm)
  -- partial fractions for the nodes common to both differences
  have hsum : ∑ k ∈ s, f (y k) / ((y k - y a) * ∏ j ∈ (insert b s).erase k, (y k - y j)) =
      (∑ k ∈ s, f (y k) / ((y k - y b) * ∏ j ∈ s.erase k, (y k - y j))
        - ∑ k ∈ s, f (y k) / ((y k - y a) * ∏ j ∈ s.erase k, (y k - y j))) / (y b - y a) := by
    rw [← sum_sub_distrib, sum_div]
    refine sum_congr rfl fun k hk => ?_
    have hka : k ≠ a := fun h => ha (h ▸ hk)
    have hkb : k ≠ b := fun h => hb (h ▸ hk)
    have h1 : y k - y a ≠ 0 := sub_ne_zero.2 (mt (hy (by simp [hk]) (by simp)) hka)
    have h2 : y k - y b ≠ 0 := sub_ne_zero.2 (mt (hy (by simp [hk]) (by simp)) hkb)
    have hQ : ∏ j ∈ s.erase k, (y k - y j) ≠ 0 := by
      refine prod_ne_zero_iff.2 fun j hj => sub_ne_zero.2 ?_
      have hjs := mem_of_mem_erase hj
      exact mt (hy (by simp [hk]) (by simp [hjs])) (ne_of_mem_erase hj).symm
    rw [erase_insert_of_ne hkb.symm, prod_insert (fun h => hb (mem_of_mem_erase h))]
    generalize ∏ j ∈ s.erase k, (y k - y j) = Q at hQ ⊢
    field_simp
    ring
  have hab' : a ∉ insert b s := by simp [hab, ha]
  rw [dividedDifference_insert f y hab', sum_insert hb, prod_insert hb, erase_insert hb, hsum,
    dividedDifference_insert f y hb, dividedDifference_insert f y ha, ← neg_sub (y b) (y a)]
  generalize y b - y a = d
  ring
```

## One convolution

Let a and b be different energies. As a function of s, the exponent -b(t-s) - as has slope b-a, so the integrand exp(-b(t-s)) exp(-as) has the antiderivative

exp(-b(t-s) - as) / (b-a).

Its value at s = t is exp(-at)/(b-a), and at s = 0 it is exp(-bt)/(b-a). The difference is the opening result for general a and b. Lean follows the same route: `h` verifies the derivative, the fundamental theorem of calculus gives the integral, and `e1` and `e2` simplify the exponents at the endpoints.

```lean
/-- The convolution of two exponential decays with different energies `a` and `b`. -/
theorem integral_decay_mul_decay {a b : ℝ} (hab : a ≠ b) (t : ℝ) :
    ∫ s in (0 : ℝ)..t, Real.exp (-b * (t - s)) * Real.exp (-a * s) =
      (Real.exp (-a * t) - Real.exp (-b * t)) / (b - a) := by
  have hba : b - a ≠ 0 := sub_ne_zero.2 hab.symm
  have h : ∀ s ∈ Set.uIcc 0 t, HasDerivAt
      (fun s : ℝ => Real.exp (-b * (t - s) + -a * s) / (b - a))
      (Real.exp (-b * (t - s)) * Real.exp (-a * s)) s := by
    intro s _
    have h1 : HasDerivAt (fun s : ℝ => -b * (t - s) + -a * s) (b - a) s :=
      ((((hasDerivAt_id' s).const_sub t).const_mul (-b)).fun_add
        ((hasDerivAt_id' s).const_mul (-a))).congr_deriv (by ring)
    refine (h1.exp.div_const (b - a)).congr_deriv ?_
    rw [mul_div_assoc, div_self hba, mul_one, Real.exp_add]
  rw [intervalIntegral.integral_eq_sub_of_hasDerivAt h
    (Continuous.intervalIntegrable (by fun_prop) _ _)]
  have e1 : -b * (t - t) + -a * t = -a * t := by ring
  have e2 : -b * (t - 0) + -a * 0 = -b * t := by ring
  rw [e1, e2, sub_div]
```

## The coefficient of the new exponential

At higher order, every convolution with a new energy y produces a copy of exp(-yt), and the coefficients of these copies must be added. Lagrange interpolation does this. For a nonempty set s of distinct nodes xₖ, the basis polynomials

Lₖ(z) = ∏_{j∈s, j≠k} (z-xⱼ)/(xₖ-xⱼ)

sum to one, because their sum interpolates the constant 1. Set z = y and reverse the sign of both differences in each factor:

Σ_{k∈s} ∏_{j∈s, j≠k} (xⱼ-y)/(xⱼ-xₖ) = 1.

If y differs from every xₖ, division by ∏_{j∈s} (xⱼ-y) leaves one factor xₖ-y in the denominator of each summand:

Σ_{k∈s} 1 / ((xₖ-y) ∏_{j∈s, j≠k} (xⱼ-xₖ)) = 1 / ∏_{j∈s} (xⱼ-y).

The proof starts from Mathlib's `Lagrange.sum_basis`, evaluated at y. The step `hb` is the sign reversal, and `hm` splits off the factor xₖ-y.

```lean
/-- Partial fractions for distinct energies `x k` and a further energy `y` different from all
of them. -/
theorem sum_partial_fractions {s : Finset ℕ} {x : ℕ → ℝ} {y : ℝ} (hs : s.Nonempty)
    (hx : Set.InjOn x s) (hy : ∀ k ∈ s, x k ≠ y) :
    ∑ k ∈ s, 1 / ((x k - y) * ∏ j ∈ s.erase k, (x j - x k)) = 1 / ∏ j ∈ s, (x j - y) := by
  -- the Lagrange basis polynomials sum to one, also at the point `y`
  have h := congrArg (Polynomial.eval y) (Lagrange.sum_basis hx hs)
  rw [Polynomial.eval_finsetSum, Polynomial.eval_one] at h
  rw [eq_div_iff (prod_ne_zero_iff.2 fun j hj => sub_ne_zero.2 (hy j hj)), sum_mul]
  refine Eq.trans (sum_congr rfl fun k hk => ?_) h
  have hm : (x k - y) * ∏ j ∈ s.erase k, (x j - y) = ∏ j ∈ s, (x j - y) :=
    mul_prod_erase s (fun j => x j - y) hk
  have hb : Polynomial.eval y (Lagrange.basis s x k) =
      (∏ j ∈ s.erase k, (x j - y)) / ∏ j ∈ s.erase k, (x j - x k) := by
    rw [Lagrange.basis, Polynomial.eval_prod, ← prod_div_distrib]
    refine prod_congr rfl fun j _ => ?_
    simp only [Lagrange.basisDivisor, Polynomial.eval_mul, Polynomial.eval_C,
      Polynomial.eval_sub, Polynomial.eval_X]
    rw [← neg_sub (x j) (x k), ← neg_sub (x j) y, inv_neg]
    ring
  have hk0 : x k - y ≠ 0 := sub_ne_zero.2 (hy k hk)
  rw [hb, ← hm, one_div, mul_inv, div_eq_mul_inv]
  generalize x k - y = d at hk0 ⊢
  field_simp
```

## Induction on the order

At n = 0 the sum has one summand with an empty product, which is exp(-x₀t). Suppose that the formula holds at order n, and write Qₖ = ∏_{j≤n, j≠k} (xⱼ-xₖ). Inserting it in the integral and convolving term by term gives

Fₙ₊₁(t) = Σ_{k≤n} (exp(-xₖt) - exp(-xₙ₊₁t)) / ((xₙ₊₁-xₖ) Qₖ).

For an old energy xₖ, the denominator (xₙ₊₁-xₖ)Qₖ is already the full product at order n+1. The coefficient of exp(-xₙ₊₁t) is

-Σ_{k≤n} 1/((xₙ₊₁-xₖ) Qₖ) = Σ_{k≤n} 1/((xₖ-xₙ₊₁) Qₖ) = 1 / ∏_{j≤n} (xⱼ-xₙ₊₁),

by the partial fractions with y = xₙ₊₁. This is the remaining summand.

The hypothesis `Set.InjOn x (range (n + 1))` says that x₀, …, xₙ are pairwise distinct. In the proof, `key` is the integrated sum, and the rewriting with `sum_partial_fractions` collects the new coefficient.

```lean
/-- For pairwise distinct energies the Dyson term of order `n` is a sum of exponential decays,
each divided by the product of the energy differences. -/
theorem dysonTerm_eq_sum (x : ℕ → ℝ) (n : ℕ) (hx : Set.InjOn x (range (n + 1))) (t : ℝ) :
    dysonTerm x n t = ∑ k ∈ range (n + 1),
      Real.exp (-x k * t) / ∏ j ∈ (range (n + 1)).erase k, (x j - x k) := by
  induction n generalizing t with
  | zero => simp [dysonTerm]
  | succ n ih =>
    have up : ∀ k ∈ range (n + 1), k ∈ range (n + 1 + 1) := fun k hk =>
      mem_range.2 (by have := mem_range.1 hk; omega)
    have hx' : Set.InjOn x (range (n + 1)) := fun a ha b hb h =>
      hx (mem_coe.2 (up a (mem_coe.1 ha))) (mem_coe.2 (up b (mem_coe.1 hb))) h
    have hne : ∀ k ∈ range (n + 1), x k ≠ x (n + 1) := by
      intro k hk h
      have h1 := hx (mem_coe.2 (up k hk)) (mem_coe.2 (mem_range.2 (by omega))) h
      have h2 := mem_range.1 hk
      omega
    -- integrate the lower-order formula term by term
    have key : dysonTerm x (n + 1) t = ∑ k ∈ range (n + 1),
        (Real.exp (-x k * t) - Real.exp (-x (n + 1) * t)) / (x (n + 1) - x k)
          / ∏ j ∈ (range (n + 1)).erase k, (x j - x k) := by
      calc dysonTerm x (n + 1) t = ∫ s in (0 : ℝ)..t, ∑ k ∈ range (n + 1),
            Real.exp (-x (n + 1) * (t - s)) * Real.exp (-x k * s)
              / ∏ j ∈ (range (n + 1)).erase k, (x j - x k) := by
            simp only [dysonTerm]
            refine intervalIntegral.integral_congr fun s _ => ?_
            simp only [ih hx' s, mul_sum, mul_div_assoc]
        _ = _ := by
            rw [intervalIntegral.integral_finsetSum fun k _ =>
              Continuous.intervalIntegrable (by fun_prop) _ _]
            refine sum_congr rfl fun k hk => ?_
            rw [intervalIntegral.integral_div, integral_decay_mul_decay (hne k hk)]
    have hlast : (range (n + 1 + 1)).erase (n + 1) = range (n + 1) := by
      ext j
      simp only [mem_erase, mem_range]
      omega
    -- collect the coefficient of the new exponential by partial fractions
    rw [key, sum_range_succ _ (n + 1), hlast,
      div_eq_mul_one_div (Real.exp (-x (n + 1) * t)),
      ← sum_partial_fractions ⟨0, mem_range.2 (by omega)⟩ hx' hne, mul_sum, ← sum_add_distrib]
    refine sum_congr rfl fun k hk => ?_
    have hs : (range (n + 1 + 1)).erase k = insert (n + 1) ((range (n + 1)).erase k) := by
      have hk' := mem_range.1 hk
      ext j
      simp only [mem_erase, mem_range, mem_insert]
      omega
    rw [hs, prod_insert (by simp), ← neg_sub (x (n + 1)) (x k)]
    generalize x (n + 1) - x k = d
    generalize ∏ j ∈ (range (n + 1)).erase k, (x j - x k) = Q
    ring
```

To read the result as a divided difference, take the nodes yₖ = -xₖ and the function f(z) = exp(tz). Then

f(yₖ) = exp(-xₖt) and yₖ-yⱼ = xⱼ-xₖ,

so D({0,…,n}) is the sum just proved, with no extra sign.

```lean
/-- For pairwise distinct energies the Dyson term at imaginary time `t` is the divided difference
of `z ↦ exp (t z)` at the negated energies. -/
theorem dysonTerm_eq_dividedDifference (x : ℕ → ℝ) (n : ℕ)
    (hx : Set.InjOn x (range (n + 1))) (t : ℝ) :
    dysonTerm x n t =
      dividedDifference (fun z => Real.exp (t * z)) (fun k => -x k) (range (n + 1)) := by
  rw [dysonTerm_eq_sum x n hx t]
  unfold dividedDifference
  refine sum_congr rfl fun k _ => ?_
  have h : ∀ j, -x k - -x j = x j - x k := fun j => by ring
  simp only [h, mul_comm t]
```

## Exchanging energies between time slices

The integral treats the energies in a fixed order, but the sum does not. If σ permutes the indices 0, …, n, then replacing xₖ by x_{σ(k)} only reorders the summands and the factors in each product. For a path whose n+1 energies are pairwise distinct, the time factor therefore depends on which energies occur, and not on their order.

Lean takes σ as a permutation of all natural numbers, and `hσ` requires it to map the indices 0 to n among themselves. The proof applies the sum formula to both sides, then relabels the sum with `sum_equiv` and the products with `prod_equiv`.

```lean
/-- Permuting pairwise distinct energies among the time slices leaves the Dyson term unchanged. -/
theorem dysonTerm_perm (x : ℕ → ℝ) (n : ℕ) (hx : Set.InjOn x (range (n + 1)))
    (σ : Equiv.Perm ℕ) (hσ : ∀ k, k ∈ range (n + 1) ↔ σ k ∈ range (n + 1)) (t : ℝ) :
    dysonTerm (fun k => x (σ k)) n t = dysonTerm x n t := by
  have hxσ : Set.InjOn (fun k => x (σ k)) (range (n + 1)) := fun a ha b hb h =>
    σ.injective (hx (mem_coe.2 ((hσ a).1 (mem_coe.1 ha))) (mem_coe.2 ((hσ b).1 (mem_coe.1 hb))) h)
  rw [dysonTerm_eq_sum _ n hxσ t, dysonTerm_eq_sum x n hx t]
  refine sum_equiv σ hσ fun k _ => ?_
  congr 1
  refine prod_equiv σ (fun j => ?_) fun j _ => rfl
  simp only [mem_erase, ne_eq, σ.injective.eq_iff, hσ j]
```

## Coinciding energies

Without distinctness the sum formula fails already at first order. For x₀ = x₁ = 0 the integral is

F₁(t) = ∫₀ᵗ 1 ds = t,

whereas both denominators in the sum vanish. Lean sets division by zero to zero, so the right-hand side would be 0 and the equation false at t = 1.

When all energies equal c, the integral can be done directly. The claim is

Fₙ(t) = (tⁿ/n!) exp(-ct).

It holds at n = 0. If it holds at order n, the two decay factors combine to exp(-ct), which does not depend on s:

Fₙ₊₁(t) = ∫₀ᵗ exp(-c(t-s)) (sⁿ/n!) exp(-cs) ds
 = (exp(-ct)/n!) ∫₀ᵗ sⁿ ds
 = (tⁿ⁺¹/(n+1)!) exp(-ct).

In the proof, `he` combines the exponentials and `integral_pow` integrates the power. Energies of which some coincide and others differ are covered neither by this formula nor by the sum over distinct energies. A path that leaves a state and returns to it through a state of different energy is of this kind.

```lean
/-- When all energies equal `c`, the Dyson term of order `n` is `t ^ n / n!` times the
free decay. -/
theorem dysonTerm_degenerate (c : ℝ) (n : ℕ) (t : ℝ) :
    dysonTerm (fun _ => c) n t = t ^ n / (n.factorial : ℝ) * Real.exp (-c * t) := by
  induction n generalizing t with
  | zero => simp [dysonTerm]
  | succ n ih =>
    -- the two decay factors combine to one that does not depend on `s`
    have h : dysonTerm (fun _ => c) (n + 1) t =
        ∫ s in (0 : ℝ)..t, Real.exp (-c * t) / (n.factorial : ℝ) * s ^ n := by
      simp only [dysonTerm]
      refine intervalIntegral.integral_congr fun s _ => ?_
      have he : Real.exp (-c * t) = Real.exp (-c * (t - s)) * Real.exp (-c * s) := by
        rw [← Real.exp_add]
        congr 1
        ring
      simp only [ih s, he]
      ring
    rw [h, intervalIntegral.integral_const_mul, integral_pow, zero_pow (Nat.succ_ne_zero n),
      sub_zero, Nat.factorial_succ]
    push_cast
    field_simp

end

end DysonDividedDifference
```

```lean
#print axioms DysonDividedDifference.dividedDifference_newton
-- 'DysonDividedDifference.dividedDifference_newton' depends on axioms: [propext, Classical.choice, Quot.sound]
#print axioms DysonDividedDifference.dysonTerm_eq_dividedDifference
-- 'DysonDividedDifference.dysonTerm_eq_dividedDifference' depends on axioms: [propext, Classical.choice, Quot.sound]
#print axioms DysonDividedDifference.dysonTerm_perm
-- 'DysonDividedDifference.dysonTerm_perm' depends on axioms: [propext, Classical.choice, Quot.sound]
#print axioms DysonDividedDifference.dysonTerm_degenerate
-- 'DysonDividedDifference.dysonTerm_degenerate' depends on axioms: [propext, Classical.choice, Quot.sound]
```
